# For fixed hopping, potentials that share a stationary density matrix differ by a constant on each of its coherence components

When a calculation reconstructs a lattice potential from a stationary one-body density matrix and known hopping, the arbitrary constant can be removed by setting the mean potential to zero. This fixes the potential completely only if the density matrix links all sites through its nonzero off-diagonal elements. Otherwise each linked group of sites has its own arbitrary constant, and fixing the mean removes only one of them. For non-interacting electrons on a finite lattice, this is the freedom left in a Kohn–Sham-type potential when the whole density matrix $P$, and not only its diagonal, is prescribed and is required to be stationary, but not necessarily a ground state.

## The same hopping, and a potential that acts site by site

The sites form a finite set `n`. The one-body Hamiltonian is $H_v = T + \mathrm{diag}(v)$, where $T$ is a complex matrix containing the hopping and $v$ is a real function on the sites. Real potentials keep $H_v$ Hermitian when $T$ is, but the theorems don't require a Hermitian $T$.

```lean
import Mathlib

open Matrix

namespace LatticePotentialUniqueness

noncomputable section

variable {n : Type*} [Fintype n] [DecidableEq n]

/-- The one-particle Hamiltonian `T + diag(v)` with a real potential `v` on the sites. -/
def hamiltonian (T : Matrix n n ℂ) (v : n → ℝ) : Matrix n n ℂ :=
  T + diagonal (fun i => (v i : ℂ))
```

Both potentials, $v$ and $w$, are combined with the same $T$, so $T$ drops out when the two conditions are subtracted. If $T$ could change as well, any change $u$ of the potential could be compensated by replacing $T$ with $T - \mathrm{diag}(u)$, and $P$ would not restrict $u$ at all.

## Stationarity in one known potential

`Stationary P T v` says that $PH_v = H_vP$. For Hermitian $H_v$ this means that the density matrix does not change in time. It does not say that $P$ is a ground state. A shift allowed below may reorder the levels, so that a ground-state determinant becomes an excited one.

```lean
/-- The one-body density matrix `P` commutes with the Hamiltonian `T + diag(v)`. -/
def Stationary (P T : Matrix n n ℂ) (v : n → ℝ) : Prop :=
  P * hamiltonian T v = hamiltonian T v * P
```

The coherence graph joins distinct sites $i,j$ when $P_{ij}\neq0$ or $P_{ji}\neq0$; `SimpleGraph.fromRel` supplies the symmetry and removes loops. It is easy to use the graph of the hopping $T$ by mistake. The two can differ, as the dimers at the end show.

```lean
/-- The graph joining two distinct sites when `P` has a nonzero matrix element between them. -/
def coherenceGraph {n : Type*} (P : Matrix n n ℂ) : SimpleGraph n :=
  SimpleGraph.fromRel (fun i j => P i j ≠ 0)
```

Written entry by entry, stationarity in $v$ is
$$(PT)_{ij} + P_{ij}v_j = (TP)_{ij} + v_iP_{ij}.$$

```lean
/-- Stationarity written out for each pair of sites. -/
theorem stationary_iff_entries (P T : Matrix n n ℂ) (v : n → ℝ) :
    Stationary P T v ↔
      ∀ i j, (P * T) i j + P i j * (v j : ℂ) = (T * P) i j + (v i : ℂ) * P i j := by
  unfold Stationary hamiltonian
  rw [← Matrix.ext_iff]
  simp only [Matrix.mul_add, Matrix.add_mul, Matrix.add_apply, Matrix.mul_diagonal,
    Matrix.diagonal_mul]
```

Subtracting this from the same equation for $w$ gives
$$P_{ij}\,[(v_i-w_i)-(v_j-w_j)] = 0.$$
Hence $v-w$ takes equal values wherever $P_{ij}\neq0$. Conversely, if it does, this product vanishes for every pair, and adding it back to the equation for $v$ gives the equation for $w$. The proof does the subtraction with `linear_combination h2 - h1` and treats zero and nonzero $P_{ij}$ separately on the way back.

```lean
/-- If `P` is stationary in `v`, it is stationary in `w` exactly when `v - w` takes equal values
on any two sites between which `P` has a nonzero element. -/
theorem stationary_iff_bonds {P T : Matrix n n ℂ} {v : n → ℝ} (hv : Stationary P T v)
    (w : n → ℝ) :
    Stationary P T w ↔ ∀ i j, P i j ≠ 0 → v i - w i = v j - w j := by
  rw [stationary_iff_entries] at hv ⊢
  constructor
  · intro hw i j hP
    have h1 := hv i j
    have h2 := hw i j
    -- the kinetic terms cancel between the two potentials
    have h3 : P i j * (((v i - w i) - (v j - w j) : ℝ) : ℂ) = 0 := by
      push_cast
      linear_combination h2 - h1
    have h4 := Complex.ofReal_eq_zero.mp ((mul_eq_zero.mp h3).resolve_left hP)
    linarith
  · intro h i j
    have h1 := hv i j
    by_cases hP : P i j = 0
    · linear_combination h1 + ((w j : ℂ) - w i - v j + v i) * hP
    · have h2 : ((v i - w i : ℝ) : ℂ) = ((v j - w j : ℝ) : ℂ) := by rw [h i j hP]
      push_cast at h2
      linear_combination h1 + P i j * h2
```

The hypothesis `hv` is needed in both directions. Take two sites, $T=0$, all $P_{ij}=\tfrac12$ and $v=(1,0)$, so that $P$ is not stationary in $v$. For $w=v$ the difference is constant, yet $P$ is not stationary in $w$. For $w=0$ it is stationary, yet the difference is not constant.

Along a walk $i=i_0,i_1,\dots,i_m=j$ in the graph, the bond condition gives $v_{i_0}-w_{i_0}=\dots=v_{i_m}-w_{i_m}$. Conversely, a nonzero $P_{ij}$ with $i\neq j$ is itself a walk of one step, and $i=j$ is trivial. In Lean the first half is an induction on the walk. Neither half needs $P$ to be Hermitian or idempotent.

```lean
/-- If `P` is stationary in `v`, it is stationary in `w` exactly when `v - w` is constant on each
connected component of the coherence graph. -/
theorem stationary_iff_constant_on_components {P T : Matrix n n ℂ} {v : n → ℝ}
    (hv : Stationary P T v) (w : n → ℝ) :
    Stationary P T w ↔
      ∀ i j, (coherenceGraph P).Reachable i j → v i - w i = v j - w j := by
  rw [stationary_iff_bonds hv]
  constructor
  · rintro h i j ⟨p⟩
    -- carry the equality along a walk
    induction p with
    | nil => rfl
    | cons hadj _ ih =>
      rcases ((SimpleGraph.fromRel_adj _ _ _).mp hadj).2 with h1 | h1
      · exact (h _ _ h1).trans ih
      · exact (h _ _ h1).symm.trans ih
  · intro h i j hP
    by_cases hij : i = j
    · rw [hij]
    · have hadj : (coherenceGraph P).Adj i j :=
        (SimpleGraph.fromRel_adj _ _ _).mpr ⟨hij, Or.inl hP⟩
      exact h i j hadj.reachable
```

To list all admissible $w$, choose a representative site $r$ in each component $C$ and set $c_C=w_r-v_r$. Then $w_i=v_i+c_C$ for every $i$ in $C$. Conversely, any real choice of the $c_C$ makes $v-w$ constant on components. The proof obtains the representatives with `choose`.

```lean
/-- The potentials in which `P` is stationary are obtained from one of them by adding an arbitrary
real shift on each connected component. -/
theorem stationary_iff_component_shifts {P T : Matrix n n ℂ} {v : n → ℝ}
    (hv : Stationary P T v) (w : n → ℝ) :
    Stationary P T w ↔ ∃ c : (coherenceGraph P).ConnectedComponent → ℝ,
      ∀ i, w i = v i + c ((coherenceGraph P).connectedComponentMk i) := by
  rw [stationary_iff_constant_on_components hv]
  constructor
  · intro h
    have hrep : ∀ C : (coherenceGraph P).ConnectedComponent,
        ∃ i, (coherenceGraph P).connectedComponentMk i = C :=
      SimpleGraph.ConnectedComponent.ind (fun i => ⟨i, rfl⟩)
    -- read off the shift at one representative site of each component
    choose r hr using hrep
    refine ⟨fun C => w (r C) - v (r C), fun i => ?_⟩
    have h1 := h _ _ (SimpleGraph.ConnectedComponent.exact
      (hr ((coherenceGraph P).connectedComponentMk i)))
    dsimp only
    linarith
  · rintro ⟨c, hc⟩ i j hij
    rw [hc i, hc j, SimpleGraph.ConnectedComponent.sound hij]
    ring
```

## Connected coherences

If the graph is connected, there is a single shift and the potential is unique up to a constant. If sites $i$ and $j$ lie in different components, add 1 to $v$ on the component of $i$ only. The density matrix stays stationary, but a global constant would have to equal 1 at $i$ and 0 at $j$. The proof uses exactly this shift. `Preconnected` asks that every two sites be reachable from each other, so the statement also holds for an empty site set.

```lean
/-- For fixed `T`, the potential in which `P` is stationary is unique up to a global constant
exactly when every two sites are reachable from each other in the coherence graph. -/
theorem unique_up_to_constant_iff {P T : Matrix n n ℂ} {v : n → ℝ} (hv : Stationary P T v) :
    (∀ w, Stationary P T w → ∃ c : ℝ, ∀ i, w i = v i + c) ↔
      (coherenceGraph P).Preconnected := by
  classical
  constructor
  · intro h i j
    -- shift the potential only on the component of site i
    obtain ⟨c, hc⟩ := h (fun k => v k + if (coherenceGraph P).Reachable i k then 1 else 0) (by
      rw [stationary_iff_constant_on_components hv]
      intro a b hab
      have hiff : (coherenceGraph P).Reachable i a ↔ (coherenceGraph P).Reachable i b :=
        ⟨fun q => q.trans hab, fun q => q.trans hab.symm⟩
      simp only [hiff]
      ring)
    have hi := hc i
    have hj := hc j
    rw [if_pos (SimpleGraph.Reachable.refl i)] at hi
    by_contra hn
    rw [if_neg hn] at hj
    linarith
  · intro hG w hw
    rw [stationary_iff_constant_on_components hv] at hw
    rcases isEmpty_or_nonempty n with he | ⟨⟨k⟩⟩
    · exact ⟨0, fun i => he.elim i⟩
    · refine ⟨w k - v k, fun i => ?_⟩
      have h1 := hw i k (hG i k)
      linarith
```

## A Hermitian projector

For spinless electrons, the conditions $P^\dagger=P$ and $P^2=P$ describe a single Slater determinant, with $P_{kk}$ the occupation of site $k$. For a determinant of spin-up and spin-down orbitals they hold for the density matrix of each spin separately, and $P_{kk}$ then counts one spin only: a site with one electron shared equally between the two spins has $P_{kk}=\tfrac12$, not 1. Together the two conditions give
$$P_{kk}=\sum_j P_{kj}P_{jk}=P_{kk}^2+\sum_{j\neq k}|P_{kj}|^2 .$$
If site $k$ has no coherences, then $P_{kk}(P_{kk}-1)=0$, so its occupation is 0 or 1. If the occupation is 0 or 1, the last sum vanishes, and so does each of its non-negative terms. `Finset.sum_eq_zero_iff_of_nonneg` performs this final step.

```lean
/-- For a Hermitian projector, site `k` has no coherence with any other site exactly when its
occupation is 0 or 1. -/
theorem isolated_iff_integer_occupation {P : Matrix n n ℂ} (hH : P.IsHermitian)
    (hP : P * P = P) (k : n) :
    (∀ j, j ≠ k → P k j = 0) ↔ P k k = 0 ∨ P k k = 1 := by
  have h1 : ∑ j, P k j * P j k = P k k := by rw [← Matrix.mul_apply, hP]
  rw [← Finset.add_sum_erase _ _ (Finset.mem_univ k)] at h1
  constructor
  · intro h
    have h2 : ∑ j ∈ Finset.univ.erase k, P k j * P j k = 0 :=
      Finset.sum_eq_zero (fun j hj => by rw [h j (Finset.ne_of_mem_erase hj), zero_mul])
    have h3 : P k k * (P k k - 1) = 0 := by linear_combination h1 - h2
    rcases mul_eq_zero.mp h3 with h4 | h4
    · exact Or.inl h4
    · exact Or.inr (sub_eq_zero.mp h4)
  · intro h j hj
    have hk : P k k * P k k = P k k := by rcases h with h | h <;> simp [h]
    have h2 : ∀ j, P k j * P j k = (Complex.normSq (P k j) : ℂ) := by
      intro j
      have hs : P j k = star (P k j) := (hH.apply j k).symm
      rw [hs]
      exact Complex.mul_conj _
    have h3 : ∑ j ∈ Finset.univ.erase k, P k j * P j k = 0 := by
      linear_combination h1 - hk
    rw [Finset.sum_congr rfl (fun j _ => h2 j)] at h3
    -- a vanishing sum of squared moduli has vanishing terms
    have h4 : ∑ j ∈ Finset.univ.erase k, Complex.normSq (P k j) = 0 := by exact_mod_cast h3
    exact Complex.normSq_eq_zero.mp
      ((Finset.sum_eq_zero_iff_of_nonneg (fun j _ => Complex.normSq_nonneg _)).mp h4 j
        (Finset.mem_erase.mpr ⟨hj, Finset.mem_univ j⟩))
```

Without idempotency, $P=\tfrac12\mathbb 1$ has isolated sites with occupation $\tfrac12$. Without Hermiticity, the idempotent matrix $\begin{pmatrix}1&1\\0&0\end{pmatrix}$ has occupation 1 on its first site and still a nonzero element to the second.

Now change the potential by $a\neq0$ on site $k$ alone. The difference $v-w$ is $-a$ at $k$ and 0 elsewhere, so the bond condition holds exactly when $k$ has no coherences, that is, when its occupation is 0 or 1. Hermiticity makes $P_{jk}$ vanish together with $P_{kj}$. For $a=0$ nothing changes, and $P$ stays stationary whatever the occupation.

```lean
/-- A stationary Hermitian projector remains stationary under a nonzero change of the potential on
site `k` alone exactly when the occupation of that site is 0 or 1. -/
theorem single_site_shift_iff {P T : Matrix n n ℂ} {v : n → ℝ} (hH : P.IsHermitian)
    (hP : P * P = P) (hv : Stationary P T v) (k : n) {a : ℝ} (ha : a ≠ 0) :
    Stationary P T (fun i => v i + if i = k then a else 0) ↔ P k k = 0 ∨ P k k = 1 := by
  rw [stationary_iff_bonds hv, ← isolated_iff_integer_occupation hH hP]
  constructor
  · intro h j hj
    by_contra hne
    have h1 := h k j hne
    rw [if_pos rfl, if_neg hj] at h1
    exact ha (by linarith)
  · intro h i j hij
    by_cases hi : i = k
    · by_cases hj : j = k
      · rw [hi, hj]
      · exact absurd (h j hj) (hi ▸ hij)
    · by_cases hj : j = k
      · subst hj
        exact absurd (by rw [← hH.apply i j, h i hi, star_zero]) hij
      · simp [hi, hj]
```

## Two dimers joined by hopping but not by coherence

Every pair of the four sites is joined by hopping.

```lean
/-- Hopping on four sites: amplitude 2 within the dimers {0,1} and {2,3}, amplitude 1 between
sites of different dimers. -/
def dimerT : Matrix (Fin 4) (Fin 4) ℂ :=
  !![0, 2, 1, 1; 2, 0, 1, 1; 1, 1, 0, 2; 1, 1, 2, 0]
```

The matrix $P$ projects onto the normalised orbitals $(1,-1,0,0)/\sqrt2$ and $(0,0,1,-1)/\sqrt2$, and each site has occupation $\tfrac12$.

```lean
/-- The projector onto the antisymmetric orbitals of the two dimers. -/
def dimerP : Matrix (Fin 4) (Fin 4) ℂ :=
  !![1/2, -1/2, 0, 0; -1/2, 1/2, 0, 0; 0, 0, 1/2, -1/2; 0, 0, -1/2, 1/2]
```

The amplitudes between the dimers cancel on these orbitals, so $T$ multiplies both by $-2$ and $TP=PT=-2P$. The only nonzero off-diagonal elements of $P$ lie within the dimers. Starting from $v=0$, the bond condition therefore reads $w_0=w_1$ and $w_2=w_3$, and the two dimers can be shifted independently. The proof checks the matrix identities entry by entry and then applies `stationary_iff_bonds`.

```lean
/-- The dimer projector is Hermitian, idempotent and stationary at zero potential, and it is
stationary in `w` exactly when `w` is equal on the two sites of each dimer. -/
theorem dimer_witness :
    dimerP.IsHermitian ∧ dimerP * dimerP = dimerP ∧ Stationary dimerP dimerT 0 ∧
      ∀ w, Stationary dimerP dimerT w ↔ w 0 = w 1 ∧ w 2 = w 3 := by
  have h0 : Stationary dimerP dimerT 0 := by
    have hT : hamiltonian dimerT 0 = dimerT := by simp [hamiltonian]
    unfold Stationary
    rw [hT]
    ext i j
    fin_cases i <;> fin_cases j <;>
      norm_num [dimerP, dimerT, Matrix.mul_apply, Fin.sum_univ_succ]
  refine ⟨?_, ?_, h0, fun w => ?_⟩
  · ext i j
    fin_cases i <;> fin_cases j <;> simp [dimerP]
  · ext i j
    fin_cases i <;> fin_cases j <;> norm_num [dimerP, Matrix.mul_apply, Fin.sum_univ_succ]
  · rw [stationary_iff_bonds h0]
    constructor
    · intro h
      have h1 := h 0 1 (by norm_num [dimerP])
      have hentry : dimerP 2 3 = -1/2 := rfl
      have h2 := h 2 3 (by rw [hentry]; norm_num)
      simp only [Pi.zero_apply] at h1 h2
      constructor <;> linarith
    · rintro ⟨h1, h2⟩ i j hP
      fin_cases i <;> fin_cases j <;> simp_all [dimerP]

end

end LatticePotentialUniqueness
```

```lean
#print axioms LatticePotentialUniqueness.stationary_iff_constant_on_components
#print axioms LatticePotentialUniqueness.stationary_iff_component_shifts
#print axioms LatticePotentialUniqueness.unique_up_to_constant_iff
#print axioms LatticePotentialUniqueness.single_site_shift_iff
```

```
'LatticePotentialUniqueness.stationary_iff_constant_on_components' depends on axioms: [propext, Classical.choice, Quot.sound]
'LatticePotentialUniqueness.stationary_iff_component_shifts' depends on axioms: [propext, Classical.choice, Quot.sound]
'LatticePotentialUniqueness.unique_up_to_constant_iff' depends on axioms: [propext, Classical.choice, Quot.sound]
'LatticePotentialUniqueness.single_site_shift_iff' depends on axioms: [propext, Classical.choice, Quot.sound]
```
